# A diatomic bound more weakly than 1/R at long range has a kinetic energy dip beyond its bond length

Two atoms approach from far apart and form a bond. At the bond length the total energy has fallen, and the virial theorem then requires the kinetic energy to have risen above its value in the separated atoms. Does it rise all the way in? It does not if the binding energy decays faster than $1/R$ with the separation $R$: somewhere outside the bond length the kinetic energy lies below the separated-atom value.

Write $E(R)$ for the energy curve, $e$ for the energy of the separated atoms, and $T(R)$ and $V(R)$ for the kinetic and potential parts of $E(R)$. Separated atoms at rest obey $2T+V=0$, so their kinetic energy is $-e$. This is the value with which $T(R)$ is compared.

## The energy curve and its virial theorem

```lean
import Mathlib

open Filter Topology Set

namespace VirialBonding

/-- A diatomic energy curve `E` with slope `E'`, kinetic part `T` and potential part `V`, which
obeys the energy balance and the molecular virial theorem at every positive separation. -/
structure IsVirialCurve (E E' T V : ℝ → ℝ) : Prop where
  slope : ∀ R, 0 < R → HasDerivAt E (E' R) R
  total : ∀ R, 0 < R → E R = T R + V R
  virial : ∀ R, 0 < R → 2 * T R + V R = -R * E' R
```

The structure `IsVirialCurve` collects three assumptions about four real functions. The name `E'` is only a name; the field `slope` makes it the derivative of `E` at every $R>0$. The other two fields say that, for $R>0$,

$$E = T + V, \qquad 2T + V = -R\,E'.$$

The second equation is the virial theorem for a diatomic with clamped nuclei, where $V$ includes the nuclear repulsion. The term $-RE'$ accounts for the force that holds the nuclei in place. The theorem is assumed here and not derived from a Schrödinger equation. Any consistent units will do.

`Prop` means that `IsVirialCurve E E' T V` is a statement, which can be true or false of given functions. A theorem that takes it as a hypothesis holds for all functions that satisfy it.

```lean
variable {E E' T V : ℝ → ℝ} {e R₀ : ℝ}

/-- At positive separation the energy balance and the virial theorem together give the kinetic
energy from the energy curve alone: `T = -E - R E'`. -/
theorem kinetic_eq (h : IsVirialCurve E E' T V) {R : ℝ} (hR : 0 < R) :
    T R = -E R - R * E' R := by
  linear_combination h.virial R hR + h.total R hR
```

This Lean theorem lists its hypotheses in brackets and states its conclusion after the colon that follows them; the proof comes after `:=`. Here `h` says that the curve obeys the three assumptions, and `hR` says that $R>0$. The conclusion comes from subtracting the energy balance from the virial theorem:

$$T = (2T+V)-(T+V) = -R\,E' - E.$$

The tactic `linear_combination` does the same elimination of $V$. It is given the two equations and checks that they combine to the goal.

## The slope of the scaled binding curve

```lean
/-- For an `IsVirialCurve` at positive separation, the binding energy curve multiplied by the
separation, `R (E - e)`, has slope `-(T + e)`. -/
theorem hasDerivAt_scaled_binding (h : IsVirialCurve E E' T V) (e : ℝ) {R : ℝ} (hR : 0 < R) :
    HasDerivAt (fun r => r * (E r - e)) (-(T R + e)) R := by
  refine ((hasDerivAt_id' R).fun_mul ((h.slope R hR).sub_const e)).congr_deriv ?_
  rw [kinetic_eq h hR]
  ring
```

Define $g(R)=R\,(E(R)-e)$, the binding curve multiplied by the separation. The product rule and the formula for $T$ give

$$g'(R) = E(R)-e+R\,E'(R) = -(T(R)+e).$$

So $g$ has positive slope exactly where the kinetic energy is below $-e$. In Lean, `HasDerivAt f d R` says that `f` has derivative `d` at `R`. The proof applies the product rule with `fun_mul`, and `congr_deriv` leaves the task of showing that the resulting derivative equals the stated one. At this stage $e$ may be any real number.

```lean
/-- For an `IsVirialCurve`, at a local minimum of the energy curve at positive separation, the
kinetic energy is minus the total energy. -/
theorem kinetic_at_minimum (h : IsVirialCurve E E' T V) (hR₀ : 0 < R₀)
    (hmin : IsLocalMin E R₀) : T R₀ = -E R₀ := by
  have h0 : E' R₀ = 0 := hmin.hasDerivAt_eq_zero (h.slope R₀ hR₀)
  rw [kinetic_eq h hR₀, h0]
  ring
```

`IsLocalMin E R₀` says that $E(R)\ge E(R_0)$ for all $R$ near $R_0$. The slope vanishes there, so $T(R_0)=-E(R_0)$. The line `h0` obtains $E'(R_0)=0$, and the rest substitutes it into the formula for $T$.

## A dip outside every bound separation

```lean
/-- For an `IsVirialCurve`, if `R (E - e)` vanishes at infinity, then beyond every positive
separation `a` with `E a < e` the kinetic energy is somewhere below `-e`. -/
theorem exists_kinetic_dip (h : IsVirialCurve E E' T V)
    (hlim : Tendsto (fun R => R * (E R - e)) atTop (𝓝 0))
    {a : ℝ} (ha : 0 < a) (hbound : E a < e) : ∃ R, a < R ∧ T R < -e := by
  have hneg : a * (E a - e) < 0 := mul_neg_of_pos_of_neg ha (by linarith)
  -- far out, the scaled binding curve lies above its value at `a`
  obtain ⟨b, hb, hab⟩ :=
    ((hlim.eventually (lt_mem_nhds hneg)).and (eventually_gt_atTop a)).exists
  -- so its slope `-(T + e)` is positive somewhere in between
  obtain ⟨c, hc, hslope⟩ := exists_hasDerivAt_eq_slope
    (fun r => r * (E r - e)) (fun r => -(T r + e)) hab
    (fun x hx => (hasDerivAt_scaled_binding h e
      (lt_of_lt_of_le ha hx.1)).continuousAt.continuousWithinAt)
    (fun x hx => hasDerivAt_scaled_binding h e (lt_trans ha hx.1))
  have hpos : 0 < (b * (E b - e) - a * (E a - e)) / (b - a) :=
    div_pos (by linarith) (by linarith)
  have hc' : -(T c + e) = (b * (E b - e) - a * (E a - e)) / (b - a) := hslope
  exact ⟨c, hc.1, by linarith⟩
```

The hypothesis `hlim` reads $R\,(E(R)-e)\to 0$ as $R\to\infty$: `atTop` stands for $R\to\infty$ and `𝓝 0` for the neighbourhoods of zero. This is the precise form of "decays faster than $1/R$". It also forces $E\to e$, which fixes $e$ as the energy at infinite separation. It does not force $T\to -e$, because the slope could keep oscillating; the reading of $-e$ as the separated kinetic energy rests on the virial theorem for the atoms.

Let $a>0$ with $E(a)<e$. Then $g(a)<0$. Since $g\to0$, there is some $b>a$ with $g(b)>g(a)$. By the mean value theorem there is a $c$ between $a$ and $b$ with

$$-(T(c)+e)=g'(c)=\frac{g(b)-g(a)}{b-a}>0,$$

and therefore $T(c)<-e$.

The first `obtain` chooses $b$: far enough out, both $g(b)>g(a)$ and $b>a$ hold, so a point with both properties exists. The second applies the mean value theorem, `exists_hasDerivAt_eq_slope`, which asks for continuity on the closed interval and a derivative inside it. The tactic `linarith` settles the remaining linear inequalities. No minimum is needed for this step, only a separation at which the molecule is bound.

```lean
/-- For an `IsVirialCurve`, let `R (E - e)` vanish at infinity and let `E` have a local minimum at
`R₀ > 0` with `E R₀ < e`. Then the kinetic energy exceeds `-e` at the bond length, equals `-e` at
some larger separation, and is below `-e` at a still larger one. -/
theorem kinetic_falls_before_rising (h : IsVirialCurve E E' T V)
    (hlim : Tendsto (fun R => R * (E R - e)) atTop (𝓝 0))
    (hR₀ : 0 < R₀) (hmin : IsLocalMin E R₀) (hbound : E R₀ < e) :
    -e < T R₀ ∧ ∃ R₁ R₂, R₀ < R₁ ∧ R₁ < R₂ ∧ T R₁ = -e ∧ T R₂ < -e := by
  have hT : -e < T R₀ := by
    rw [kinetic_at_minimum h hR₀ hmin]
    linarith
  obtain ⟨R₂, h2, hdip⟩ := exists_kinetic_dip h hlim hR₀ hbound
  -- a derivative takes all intermediate values, even if it is not continuous
  have hmem : (0 : ℝ) ∈ (fun r => -(T r + e)) '' Ioo R₀ R₂ :=
    exists_hasDerivWithinAt_eq_of_gt_of_lt (f := fun r => r * (E r - e)) h2.le
      (fun x hx => (hasDerivAt_scaled_binding h e
        (lt_of_lt_of_le hR₀ hx.1)).hasDerivWithinAt)
      (by show -(T R₀ + e) < 0; linarith) (by show 0 < -(T R₂ + e); linarith)
  obtain ⟨R₁, h1, hz⟩ := hmem
  have hz' : -(T R₁ + e) = 0 := hz
  exact ⟨hT, R₁, R₂, h1.1, h1.2, by linarith, hdip⟩
```

This is the main theorem. If $E$ has a local minimum at $R_0>0$ with $E(R_0)<e$, then $T(R_0)>-e$, and there are separations $R_0<R_1<R_2$ with

$$T(R_1)=-e,\qquad T(R_2)<-e.$$

As the atoms approach they pass $R_2$, $R_1$ and $R_0$ in turn, and at these three separations the kinetic energy is below the separated value, equal to it, and above it. The theorem does not say what happens beyond $R_2$, that there is only one crossing, or how deep the dip is.

The first claim, `hT`, follows from $T(R_0)=-E(R_0)>-e$. The preceding theorem with $a=R_0$ supplies $R_2$. For the crossing, note that $g'(R_0)<0$ and $g'(R_2)>0$. If $T$ were continuous, the intermediate value theorem would give a zero of $g'$ in between. Continuity is not assumed, but a derivative takes all intermediate values anyway, which is Darboux's theorem. In Lean it is `exists_hasDerivWithinAt_eq_of_gt_of_lt`. The statement `hmem` says that $0$ is among the values of $g'$ on the open interval `Ioo R₀ R₂`, and the point where it is taken is $R_1$.

In electronic structure, the result constrains the kinetic energy curve of a clamped-nuclei diatomic that obeys the virial theorem at every separation and whose binding decays faster than $1/R$. A calculation in a fixed finite basis generally obeys the virial theorem only approximately.

## The area under the kinetic energy curve

```lean
/-- Area rule for an `IsVirialCurve`: if `T` is continuous at positive separations and `R (E - e)`
vanishes at infinity, the integral of `T + e` from `a > 0` out to infinity is `a (E a - e)`. -/
theorem kinetic_area_rule (h : IsVirialCurve E E' T V)
    (hlim : Tendsto (fun R => R * (E R - e)) atTop (𝓝 0))
    (hT : ContinuousOn T (Ioi 0)) {a : ℝ} (ha : 0 < a) :
    Tendsto (fun b => ∫ R in a..b, (T R + e)) atTop (𝓝 (a * (E a - e))) := by
  have hl := hlim.const_sub (a * (E a - e))
  rw [sub_zero] at hl
  refine hl.congr' ?_
  filter_upwards [eventually_ge_atTop a] with b hab
  have hpos : ∀ x ∈ uIcc a b, 0 < x := fun x hx => by
    rw [uIcc_of_le hab] at hx
    exact lt_of_lt_of_le ha hx.1
  have hint : IntervalIntegrable (fun R => T R + e) MeasureTheory.volume a b :=
    ((hT.mono hpos).add continuousOn_const).intervalIntegrable
  -- `-R (E - e)` is an antiderivative of `T + e`
  rw [intervalIntegral.integral_eq_sub_of_hasDerivAt (f := fun r => -(r * (E r - e)))
    (fun x hx => (hasDerivAt_scaled_binding h e (hpos x hx)).fun_neg.congr_deriv
      (neg_neg _)) hint]
  ring
```

If $T$ is also continuous for $R>0$, the dip can be weighed against the rise. Since $-g$ is an antiderivative of $T+e$,

$$\int_a^b (T+e)\,dR = a\,(E(a)-e)-b\,(E(b)-e)\;\longrightarrow\; a\,(E(a)-e)\qquad (b\to\infty).$$

The integral to infinity is meant as this limit of integrals over finite intervals. At a bound minimum, $a=R_0$, the right-hand side is negative: if the areas between $T$ and the level $-e$ beyond the bond length are finite, the area below that level exceeds the area above it by $R_0$ times the well depth.

The proof starts from the limit of $a(E(a)-e)-g(b)$. The step `hl.congr'` transfers this limit to the integral, once the two are shown to agree for all $b\ge a$. That agreement is the fundamental theorem of calculus, and `hint` provides the integrability it needs from the continuity of $T$.

## An inverse-square tail and a Coulomb tail

```lean
/-- A model bond curve with an inverse-square tail, for `R ≠ 0`. -/
noncomputable def covalentEnergy (R : ℝ) : ℝ := 1 / R ^ 4 - 2 / R ^ 2 - 1

/-- A model bond curve with a Coulomb tail, for `R ≠ 0`. -/
noncomputable def ionicEnergy (R : ℝ) : ℝ := 1 / R ^ 2 - 2 / R - 1
```

The two model curves are

$$E_{\rm cov}=\frac1{R^4}-\frac2{R^2}-1,\qquad E_{\rm ion}=\frac1{R^2}-\frac2R-1.$$

Both tend to $e=-1$, so the separated kinetic energy is $1$. They are chosen for simple algebra and are not realistic, despite their names in the code. The long-range attraction between two neutral atoms falls off faster than $1/R^2$, and a molecule such as NaCl separates in its ground state into neutral atoms, not ions.

```lean
/-- The curve with the inverse-square tail, with explicit kinetic and potential parts, meets all
hypotheses of `kinetic_falls_before_rising` with `e = -1` and bond length `1`. -/
theorem covalent_witness :
    IsVirialCurve covalentEnergy (fun R => 4 / R ^ 3 - 4 / R ^ 5)
      (fun R => 1 + 3 / R ^ 4 - 2 / R ^ 2) (fun R => -2 - 2 / R ^ 4) ∧
    Tendsto (fun R => R * (covalentEnergy R - (-1))) atTop (𝓝 0) ∧
    IsLocalMin covalentEnergy 1 ∧ covalentEnergy 1 < -1 := by
  refine ⟨⟨fun R hR => ?_, fun R hR => ?_, fun R hR => ?_⟩, ?_, ?_, ?_⟩
  · have hne : R ≠ 0 := hR.ne'
    have p4 : HasDerivAt (fun r : ℝ => r ^ 4) (4 * R ^ 3) R := by
      simpa using hasDerivAt_pow 4 R
    have p2 : HasDerivAt (fun r : ℝ => r ^ 2) (2 * R) R := by
      simpa using hasDerivAt_pow 2 R
    refine ((((hasDerivAt_const R (1 : ℝ)).fun_div p4 (pow_ne_zero 4 hne)).fun_sub
      ((hasDerivAt_const R (2 : ℝ)).fun_div p2 (pow_ne_zero 2 hne))).sub_const 1).congr_deriv ?_
    field_simp
    ring
  · simp only [covalentEnergy]
    ring
  · have hne : R ≠ 0 := hR.ne'
    field_simp
    ring
  · have hi : Tendsto (fun R : ℝ => R⁻¹) atTop (𝓝 0) := tendsto_inv_atTop_zero
    have hl : Tendsto (fun R : ℝ => R⁻¹ ^ 3 - 2 * R⁻¹) atTop (𝓝 0) := by
      simpa using (hi.pow 3).sub (hi.const_mul 2)
    refine hl.congr' ?_
    filter_upwards [eventually_gt_atTop 0] with R hR
    have hne : R ≠ 0 := hR.ne'
    simp only [covalentEnergy]
    field_simp
    ring
  · refine Eventually.of_forall fun R => ?_
    have hs : covalentEnergy R = (1 / R ^ 2 - 1) ^ 2 - 2 := by
      simp only [covalentEnergy]
      ring
    have h1 : covalentEnergy 1 = -2 := by norm_num [covalentEnergy]
    rw [hs, h1]
    linarith [sq_nonneg (1 / R ^ 2 - 1)]
  · norm_num [covalentEnergy]
```

The theorem states that the first curve meets every hypothesis of the main theorem. The functions after `fun R =>` are its slope, kinetic part and potential part. The kinetic part is

$$T=1+\frac3{R^4}-\frac2{R^2}.$$

The proof differentiates $E_{\rm cov}$ and checks the two algebraic identities with `field_simp` and `ring`. The decay follows from $R\,(E_{\rm cov}+1)=R^{-3}-2R^{-1}\to0$. The minimum is found by completing the square, $E_{\rm cov}=(R^{-2}-1)^2-2$, which is smallest at $R=1$ with value $-2$.

The dip can be read off from $T$: it equals $2$ at the bond length, crosses $1$ at $R=\sqrt{3/2}$, and reaches its lowest value, $2/3$, at $R=\sqrt3$.

```lean
/-- The curve with the Coulomb tail obeys the virial theorem, tends to `-1` and has a local
minimum below `-1`, yet its kinetic energy is above `1` at every positive separation. -/
theorem ionic_no_dip :
    IsVirialCurve ionicEnergy (fun R => 2 / R ^ 2 - 2 / R ^ 3)
      (fun R => 1 + 1 / R ^ 2) (fun R => -2 - 2 / R) ∧
    Tendsto ionicEnergy atTop (𝓝 (-1)) ∧
    IsLocalMin ionicEnergy 1 ∧ ionicEnergy 1 < -1 ∧
    ∀ R : ℝ, 0 < R → 1 < 1 + 1 / R ^ 2 := by
  refine ⟨⟨fun R hR => ?_, fun R hR => ?_, fun R hR => ?_⟩, ?_, ?_, ?_, fun R hR => ?_⟩
  · have hne : R ≠ 0 := hR.ne'
    have p2 : HasDerivAt (fun r : ℝ => r ^ 2) (2 * R) R := by
      simpa using hasDerivAt_pow 2 R
    refine ((((hasDerivAt_const R (1 : ℝ)).fun_div p2 (pow_ne_zero 2 hne)).fun_sub
      ((hasDerivAt_const R (2 : ℝ)).fun_div (hasDerivAt_id' R) hne)).sub_const 1).congr_deriv ?_
    field_simp
    ring
  · simp only [ionicEnergy]
    ring
  · have hne : R ≠ 0 := hR.ne'
    field_simp
    ring
  · have hi : Tendsto (fun R : ℝ => R⁻¹) atTop (𝓝 0) := tendsto_inv_atTop_zero
    have hl : Tendsto (fun R : ℝ => R⁻¹ ^ 2 - 2 * R⁻¹ - 1) atTop (𝓝 (-1)) := by
      simpa using ((hi.pow 2).sub (hi.const_mul 2)).sub_const 1
    refine hl.congr fun R => ?_
    simp only [ionicEnergy]
    ring
  · refine Eventually.of_forall fun R => ?_
    have hs : ionicEnergy R = (1 / R - 1) ^ 2 - 2 := by
      simp only [ionicEnergy]
      ring
    have h1 : ionicEnergy 1 = -2 := by norm_num [ionicEnergy]
    rw [hs, h1]
    linarith [sq_nonneg (1 / R - 1)]
  · norm_num [ionicEnergy]
  · have hp : 0 < 1 / R ^ 2 := by positivity
    linarith

end VirialBonding
```

The second curve also obeys the virial theorem, tends to $-1$ and has a minimum at $R=1$ with energy $-2$. Its kinetic part is $T=1+1/R^2$, and the last clause says that this is above $1$ for every $R>0$. There is no dip. The proof follows the same route as before, with the square $E_{\rm ion}=(R^{-1}-1)^2-2$.

The decay hypothesis therefore cannot be replaced by $E\to e$. Even a finite limit of $R\,(E-e)$ is not enough, since here $R\,(E_{\rm ion}+1)=1/R-2\to-2$.

A pure power tail shows why $1/R$ is the limiting case. For $E=e-c/R^n$ with $c>0$, the formula for $T$ gives

$$T+e=-\frac{(n-1)\,c}{R^n}.$$

For $n>1$ the kinetic energy is below $-e$ throughout the tail. At $n=1$ the tail leaves the kinetic energy unchanged, as for two opposite point charges, whose attraction lowers only the potential energy. The sign of $T+e$ at long range is then decided by the next term in the energy, which in $E_{\rm ion}$ is the repulsive $1/R^2$. For two spherical ions of opposite charge it is instead the attraction between the charges and the dipoles they induce, which goes as $1/R^4$ and puts the kinetic energy below $-e$ at long range.

```lean
#print axioms VirialBonding.exists_kinetic_dip
#print axioms VirialBonding.kinetic_falls_before_rising
#print axioms VirialBonding.kinetic_area_rule
#print axioms VirialBonding.ionic_no_dip
```

```
'VirialBonding.exists_kinetic_dip' depends on axioms: [propext, Classical.choice, Quot.sound]
'VirialBonding.kinetic_falls_before_rising' depends on axioms: [propext, Classical.choice, Quot.sound]
'VirialBonding.kinetic_area_rule' depends on axioms: [propext, Classical.choice, Quot.sound]
'VirialBonding.ionic_no_dip' depends on axioms: [propext, Classical.choice, Quot.sound]
```
